# On a laterally periodic seven-point grid, the plane-averaged potential obeys a one-dimensional Poisson equation

A crystal surface is corrugated: the charge density above an atom differs from the density above a hollow site, and the electrostatic potential varies with it. A work function or a surface-dipole step is nevertheless usually read from a curve that depends on height alone, the potential averaged over each plane parallel to the surface. Does that curve depend on the corrugation, once the averaged charge is known?

Let \(i\) and \(j\) label sites along two periodic lateral directions with \(N\) and \(M\) sites, and let the integer \(k\) label planes along the surface normal. The potential \(\varphi\) and the charge density \(\rho\) are real functions of \((i,j,k)\). Lengths are in units of the grid spacing, and \(\rho\) includes the factor \(1/\varepsilon\) of the Poisson equation in SI units, where \(\varepsilon\) is the permittivity. The seven-point Laplacian is

\[
\begin{aligned}
(L\varphi)(i,j,k) ={}& \varphi(i+1,j,k)+\varphi(i-1,j,k)+\varphi(i,j+1,k)+\varphi(i,j-1,k)\\
&+\varphi(i,j,k+1)+\varphi(i,j,k-1)-6\,\varphi(i,j,k).
\end{aligned}
\]

Write \(\bar f(k)=\frac{1}{NM}\sum_{i,j}f(i,j,k)\) for the lateral average of a grid function \(f\). If \(L\varphi=-\rho\) at every site, then in every plane

\[
\bar\varphi(k+1)+\bar\varphi(k-1)-2\bar\varphi(k)=-\bar\rho(k).
\]

The identity is exact at any grid spacing. Corrugation enters this equation only through \(\bar\rho\), which fixes the averaged potential up to a constant and a uniform field along the normal.

## Plane averages as a check on a Poisson solver

For a real-space slab calculation with this stencil, the identity justifies reading the plane-averaged potential as a potential of the plane-averaged charge. The identity also gives a cheap check: average the computed potential, take its second difference and add \(\bar\rho\). The result is the lateral average of the three-dimensional residual, so it should vanish to solver tolerance. Errors that average to zero within each plane escape this check.

For work functions in electronic-structure calculations, the result links the averaged charge to the electrostatic step at a surface, for a given charge density and a uniform dielectric constant.

## From the stencil to the dipole step

**Averaging.** Shifting \(i\) by one site only reorders a sum over a periodic direction, so \(\varphi(i+1,j,k)\) and \(\varphi(i-1,j,k)\) both average to \(\bar\varphi(k)\). The same holds for the two neighbours in \(j\). The four lateral terms therefore contribute \(4\bar\varphi(k)\), and

\[
\overline{L\varphi}(k)=4\bar\varphi(k)+\bar\varphi(k+1)+\bar\varphi(k-1)-6\bar\varphi(k)
=\bar\varphi(k+1)+\bar\varphi(k-1)-2\bar\varphi(k).
\]

Inserting \(L\varphi=-\rho\) gives the identity.

**Remaining freedom.** Suppose two charge densities have equal averages in every plane. The difference \(g\) of their averaged potentials then has zero second difference, so \(g(k+1)-g(k)=g(k)-g(k-1)\). All steps are equal, and \(g(k)=g(0)+k\,(g(1)-g(0))\). The constant is a choice of potential zero; the slope is a uniform field along the normal.

**Gauss law.** Rearranged at plane \(k+1\), the averaged equation says that the potential step changes by \(-\bar\rho(k+1)\) across that plane. Summing over \(k=0,\dots,n-1\) gives

\[
\bar\varphi(n+1)-\bar\varphi(n)=\bar\varphi(1)-\bar\varphi(0)-\sum_{k=0}^{n-1}\bar\rho(k+1).
\]

**Dipole step.** Let \(\bar\varphi(1)=\bar\varphi(0)\), which means no averaged field on the lower side of the layer. Summing the Gauss law over the steps \(m=0,\dots,n\) counts \(\bar\rho(k+1)\) once for each \(m\) from \(k+1\) to \(n\), that is, \(n-k\) times. Since \(n-k=(n+1)-(k+1)\),

\[
\bar\varphi(n+1)-\bar\varphi(0)=\sum_{k=0}^{n-1}(k+1)\,\bar\rho(k+1)-(n+1)\sum_{k=0}^{n-1}\bar\rho(k+1).
\]

For a neutral layer the last sum is zero, and the potential rises by the first moment of the averaged charge. Positive charge lying above negative charge raises the potential with height.

## The Lean file

```lean
import Mathlib

open Finset

namespace LaterallyAveragedPoisson

noncomputable section

variable {N M : ℕ}

/-- The seven-point Laplacian, in units of the grid spacing, with two periodic lateral
directions and one unbounded normal direction. -/
def laplacian (φ : ZMod N → ZMod M → ℤ → ℝ) (i : ZMod N) (j : ZMod M) (k : ℤ) : ℝ :=
  φ (i + 1) j k + φ (i - 1) j k + φ i (j + 1) k + φ i (j - 1) k
    + φ i j (k + 1) + φ i j (k - 1) - 6 * φ i j k

/-- The second difference of a profile along the surface normal. -/
def secondDifference (f : ℤ → ℝ) (k : ℤ) : ℝ :=
  f (k + 1) + f (k - 1) - 2 * f k

variable [NeZero N] [NeZero M]

/-- The average of a grid function over the lateral plane at height `k`. -/
def lateralAverage (f : ZMod N → ZMod M → ℤ → ℝ) (k : ℤ) : ℝ :=
  (∑ i, ∑ j, f i j k) / ((N : ℝ) * M)

omit [NeZero M] in
/-- A sum over a periodic direction is unchanged by a shift of one site either way. -/
theorem sum_periodic_shift (g : ZMod N → ℝ) :
    ∑ i, g (i + 1) = ∑ i, g i ∧ ∑ i, g (i - 1) = ∑ i, g i :=
  ⟨Equiv.sum_comp (Equiv.addRight (1 : ZMod N)) g,
    Equiv.sum_comp (Equiv.subRight (1 : ZMod N)) g⟩

/-- The lateral average of the seven-point Laplacian is the second difference of the
lateral average. -/
theorem lateralAverage_laplacian (φ : ZMod N → ZMod M → ℤ → ℝ) (k : ℤ) :
    lateralAverage (laplacian φ) k = secondDifference (lateralAverage φ) k := by
  -- the four lateral neighbours each contribute the same plane sum
  have h1 : ∑ i, ∑ j, φ (i + 1) j k = ∑ i, ∑ j, φ i j k :=
    (sum_periodic_shift (fun i => ∑ j, φ i j k)).1
  have h2 : ∑ i, ∑ j, φ (i - 1) j k = ∑ i, ∑ j, φ i j k :=
    (sum_periodic_shift (fun i => ∑ j, φ i j k)).2
  have h3 : ∑ i, ∑ j, φ i (j + 1) k = ∑ i, ∑ j, φ i j k :=
    Finset.sum_congr rfl fun i _ => (sum_periodic_shift (fun j => φ i j k)).1
  have h4 : ∑ i, ∑ j, φ i (j - 1) k = ∑ i, ∑ j, φ i j k :=
    Finset.sum_congr rfl fun i _ => (sum_periodic_shift (fun j => φ i j k)).2
  simp only [lateralAverage, laplacian, secondDifference, Finset.sum_add_distrib,
    Finset.sum_sub_distrib, ← Finset.mul_sum, h1, h2, h3, h4]
  ring

/-- If the potential solves the discrete Poisson equation, its lateral average has second
difference equal to minus the laterally averaged charge in every plane. -/
theorem averaged_poisson {φ ρ : ZMod N → ZMod M → ℤ → ℝ}
    (h : ∀ i j k, laplacian φ i j k = -ρ i j k) (k : ℤ) :
    secondDifference (lateralAverage φ) k = -lateralAverage ρ k := by
  rw [← lateralAverage_laplacian]
  simp only [lateralAverage, h, Finset.sum_neg_distrib, neg_div]

/-- A profile along the normal whose second difference vanishes everywhere is affine. -/
theorem affine_of_secondDifference_eq_zero (f : ℤ → ℝ)
    (h : ∀ k, secondDifference f k = 0) (k : ℤ) :
    f k = f 0 + k * (f 1 - f 0) := by
  -- carry two neighbouring planes through the induction, upwards and downwards
  have key : ∀ k : ℤ, f k = f 0 + (k : ℝ) * (f 1 - f 0) ∧
      f (k + 1) = f 0 + ((k : ℝ) + 1) * (f 1 - f 0) := by
    intro k
    refine Int.induction_on k ?_ ?_ ?_
    · constructor <;> simp
    · rintro n ⟨h1, h2⟩
      have h3 := h ((n : ℤ) + 1)
      unfold secondDifference at h3
      rw [add_sub_cancel_right] at h3
      push_cast at h1 h2 ⊢
      constructor <;> linarith
    · rintro n ⟨h1, h2⟩
      have h3 := h (-(n : ℤ))
      unfold secondDifference at h3
      rw [sub_add_cancel]
      push_cast at h1 h2 ⊢
      constructor <;> linarith
  exact (key k).1

/-- Two charge densities with the same average in every plane have laterally averaged
potentials that differ by an affine function of the height. -/
theorem averaged_potential_unique_up_to_affine {φ₁ φ₂ ρ₁ ρ₂ : ZMod N → ZMod M → ℤ → ℝ}
    (h₁ : ∀ i j k, laplacian φ₁ i j k = -ρ₁ i j k)
    (h₂ : ∀ i j k, laplacian φ₂ i j k = -ρ₂ i j k)
    (hρ : ∀ k, lateralAverage ρ₁ k = lateralAverage ρ₂ k) :
    ∃ a b : ℝ, ∀ k : ℤ, lateralAverage φ₁ k = lateralAverage φ₂ k + a + b * k := by
  have hD : ∀ k, secondDifference
      (fun k => lateralAverage φ₁ k - lateralAverage φ₂ k) k = 0 := by
    intro k
    have a := averaged_poisson h₁ k
    have b := averaged_poisson h₂ k
    rw [hρ k] at a
    simp only [secondDifference] at a b ⊢
    linarith
  refine ⟨lateralAverage φ₁ 0 - lateralAverage φ₂ 0,
    (lateralAverage φ₁ 1 - lateralAverage φ₂ 1)
      - (lateralAverage φ₁ 0 - lateralAverage φ₂ 0), fun k => ?_⟩
  have h3 := affine_of_secondDifference_eq_zero _ hD k
  linarith

/-- Discrete Gauss law: the difference of averaged potential between neighbouring planes
changes across planes `1, …, n` by minus the total averaged charge in them. -/
theorem averaged_gauss_law {φ ρ : ZMod N → ZMod M → ℤ → ℝ}
    (h : ∀ i j k, laplacian φ i j k = -ρ i j k) (n : ℕ) :
    lateralAverage φ ((n : ℤ) + 1) - lateralAverage φ n =
      lateralAverage φ 1 - lateralAverage φ 0
        - ∑ k ∈ range n, lateralAverage ρ ((k : ℤ) + 1) := by
  induction n with
  | zero => simp
  | succ n ih =>
    have h3 := averaged_poisson h ((n : ℤ) + 1)
    unfold secondDifference at h3
    rw [add_sub_cancel_right] at h3
    rw [Finset.sum_range_succ]
    push_cast
    linarith

/-- Surface-dipole step: if planes `1, …, n` carry no net charge and the averaged potential
is equal in planes `0` and `1`, then from plane `0` to plane `n + 1` it rises by the first
moment of the averaged charge. -/
theorem surface_dipole_step {φ ρ : ZMod N → ZMod M → ℤ → ℝ}
    (h : ∀ i j k, laplacian φ i j k = -ρ i j k) (n : ℕ)
    (hfield : lateralAverage φ 1 = lateralAverage φ 0)
    (hneutral : ∑ k ∈ range n, lateralAverage ρ ((k : ℤ) + 1) = 0) :
    lateralAverage φ ((n : ℤ) + 1) - lateralAverage φ 0 =
      ∑ k ∈ range n, ((k : ℝ) + 1) * lateralAverage ρ ((k : ℤ) + 1) := by
  -- sum the Gauss law once more, before neutrality is used
  have key : ∀ m : ℕ, lateralAverage φ ((m : ℤ) + 1) - lateralAverage φ 0 =
      ∑ k ∈ range m, ((k : ℝ) + 1) * lateralAverage ρ ((k : ℤ) + 1)
        - ((m : ℝ) + 1) * ∑ k ∈ range m, lateralAverage ρ ((k : ℤ) + 1) := by
    intro m
    induction m with
    | zero => simp [hfield]
    | succ m ih =>
      have hg := averaged_gauss_law h (m + 1)
      rw [Finset.sum_range_succ] at hg
      rw [Finset.sum_range_succ, Finset.sum_range_succ]
      push_cast at hg ⊢
      linarith
  rw [key n, hneutral, mul_zero, sub_zero]

end

end LaterallyAveragedPoisson
```

```lean
#print axioms LaterallyAveragedPoisson.averaged_poisson
#print axioms LaterallyAveragedPoisson.averaged_potential_unique_up_to_affine
#print axioms LaterallyAveragedPoisson.surface_dipole_step
```

```
'LaterallyAveragedPoisson.averaged_poisson' depends on axioms: [propext, Classical.choice, Quot.sound]
'LaterallyAveragedPoisson.averaged_potential_unique_up_to_affine' depends on axioms: [propext, Classical.choice, Quot.sound]
'LaterallyAveragedPoisson.surface_dipole_step' depends on axioms: [propext, Classical.choice, Quot.sound]
```

## How the statements and proofs correspond to the derivation

The type `ZMod N → ZMod M → ℤ → ℝ` holds a grid function. Arithmetic in `ZMod N` wraps around, which supplies the periodic boundary, and `NeZero` makes each lateral size positive. Sizes one and two are included: with one site, both neighbours are the site itself; with two, they coincide and are counted twice.

The hypothesis `h` in `averaged_poisson` is the Poisson equation at every site, and the conclusion is the averaged equation at an arbitrary height `k`. In `surface_dipole_step`, `hfield` states that the averaged field below the layer vanishes, and `hneutral` that planes \(1,\dots,n\) carry no net averaged charge. `range n` runs from \(0\) to \(n-1\), hence the offset `k + 1`.

`sum_periodic_shift` reindexes a sum by the bijection that moves every site by one. `lateralAverage_laplacian` applies it to the four lateral neighbours as `h1` to `h4`, and `ring` collects the coefficients. `averaged_poisson` then substitutes the charge.

`affine_of_secondDifference_eq_zero` uses induction in both directions from plane zero. It carries two neighbouring values, because a second-order recurrence needs both. `averaged_potential_unique_up_to_affine` applies it to the difference of two averaged potentials.

`averaged_gauss_law` adds one plane per induction step. In the dipole theorem, `key` is the formula that still contains the total charge; neutrality is used only at the end, since the lower part of a neutral layer may itself be charged.

## Fixed charge, uniform dielectric and one stencil

The charge density is given. In a self-consistent calculation, corrugation can change \(\bar\rho\) itself, and the theorems say nothing about that change. They also don't establish that a solution \(\varphi\) exists, or bound the error relative to the continuum Poisson equation.

The stencil has equal spacing in all three directions and a dielectric constant that doesn't vary in space. The Poisson equation is assumed in all planes of an unbounded normal direction, so boundary planes of a finite box with their own conditions are not covered. The dipole theorem gives an electrostatic step; a work function also requires the position of the Fermi level.
